# A homogeneous harmonic polynomial in x, y, z, axisymmetric about z, is fixed by its degree and its value at (0,0,1)

## A potential known on its symmetry axis

A uniformly charged ring lies in the plane $z=0$ with its centre at the origin. On the $z$ axis its potential is an elementary integral, because every point of the ring is equally far away. Off the axis the integral is harder. Near the centre, where there is no charge, the potential can be expanded in homogeneous polynomials that satisfy Laplace's equation and are unchanged by rotation about $z$. If the axis values fix each of these polynomials, the easy calculation also determines the potential off the axis.

For a single degree $l$, the question is how many such polynomials, homogeneous of degree $l$, share a given value at the pole $(0,0,1)$. There is at most one.

## The claim in symbols

Let $p$ and $q$ be real polynomials in $x,y,z$, both homogeneous of degree $l$, with

$$\nabla^2 p=\nabla^2 q=0,\qquad (x\partial_y-y\partial_x)p=(x\partial_y-y\partial_x)q=0 .$$

If $p(0,0,1)=q(0,0,1)$, then $p=q$. If instead $q\neq0$ and the pole values are arbitrary, then $q(0,0,1)\neq0$ and

$$p=\frac{p(0,0,1)}{q(0,0,1)}\,q .$$

In quantum mechanics $L_z=-i\hbar(x\partial_y-y\partial_x)$, so the second condition says $m=0$. For a one-particle orbital in a central potential, the result fixes the angular factor with given $l$ and $m=0$ up to scale; it says nothing about the radial factor.

## Relations between coefficients

Write $p=\sum p_{a,b,c}\,x^ay^bz^c$.

**Axisymmetry.** The coefficient of $x^{a+1}y^{b+1}z^c$ is $(b+2)p_{a,b+2,c}$ in $x\partial_yp$ and $(a+2)p_{a+2,b,c}$ in $y\partial_xp$. Hence

$$(b+2)\,p_{a,b+2,c}=(a+2)\,p_{a+2,b,c}. \tag{1}$$

The monomial $x^{a+1}z^c$ contains no $y$, so only $x\partial_yp$ contributes to it, with coefficient $p_{a,1,c}$. Likewise, only $y\partial_xp$ contributes to $y^{b+1}z^c$, with coefficient $p_{1,b,c}$. Therefore

$$p_{a,1,c}=0,\qquad p_{1,b,c}=0. \tag{2}$$

**Laplace's equation.** The coefficient of $x^ay^bz^c$ in $\nabla^2p$ gives

$$(a+1)(a+2)p_{a+2,b,c}+(b+1)(b+2)p_{a,b+2,c}+(c+1)(c+2)p_{a,b,c+2}=0 .$$

Replacing $(b+2)p_{a,b+2,c}$ by means of (1) leaves

$$(a+2)(a+b+2)\,p_{a+2,b,c}=-(c+1)(c+2)\,p_{a,b,c+2}. \tag{3}$$

The right side has transverse degree $a+b$, two lower than the left.

## From the axis to the whole polynomial

Suppose that every coefficient $p_{0,0,k}$ is zero. Strong induction on the transverse degree $N$, the total power of $x$ and $y$, shows that all coefficients vanish:

- If the power of $x$ is at least 2, (3) expresses the coefficient through one of transverse degree $N-2$, which is zero.
- If the power of $y$ is at least 2, (1) relates the coefficient to one that (3) has already shown to be zero.
- If both powers are at most 1 and one of them equals 1, (2) applies.
- If both powers are 0, the coefficient is zero by assumption.

Homogeneity has not been used so far. It enters at the pole, where every monomial containing $x$ or $y$ vanishes. The only other monomial of degree $l$ is $z^l$, so $p(0,0,1)=p_{0,0,l}$. If this value is zero, all pure powers of $z$ are absent and $p=0$.

For uniqueness, apply this to $p-q$. For proportionality, a nonzero $q$ must have $q(0,0,1)\neq0$, and the difference $p-\frac{p(0,0,1)}{q(0,0,1)}q$ vanishes at the pole, so it is zero.

## The lowest degrees

For $l=0$ the polynomial is a constant, equal to its pole value. For $l=1$, write $p=\alpha x+\beta y+\gamma z$. Axisymmetry requires $\beta x-\alpha y=0$, so $p=\gamma z$. Laplace's equation first matters at $l=2$: $x^2+y^2$ is axisymmetric and vanishes at the pole, but its Laplacian is 4.

## How the Lean statement encodes the physics

`Poly3` is the type of real polynomials in three variables, with indices 0, 1, 2 for $x,y,z$. An exponent vector `n` holds $a,b,c$ as `n 0`, `n 1`, `n 2`, and `δ i` raises exponent `i` by one. The operators `lap` and `rotZ` are built from formal partial derivatives, and `rotZ` is the rotation generator without the factor $-i\hbar$.

`IsZonal l p` collects homogeneity, harmonicity and axisymmetry. The zero polynomial satisfies it for every `l`, which is why `zonal_proportional` assumes `q ≠ 0`. The theorem `zonal_unique` needs no such assumption.

These theorems give uniqueness, not the existence of a nonzero zonal harmonic in every degree. Existence is shown for degree two, by `quadrupole`, which is $2z^2-x^2-y^2$ with pole value 2. On the unit sphere, with $\theta$ the angle from the $z$ axis, it equals $3\cos^2\theta-1$; half of it is the Legendre polynomial $P_2(\cos\theta)$, with pole value 1, and the normalised spherical harmonic is $Y_{20}=\sqrt{5/(16\pi)}\,(3\cos^2\theta-1)$. Infinite multipole series and their convergence are not treated.

```lean
import Mathlib

open MvPolynomial

namespace ZonalHarmonicUniqueness

noncomputable section

/-- Real polynomials in the Cartesian coordinates x, y, z (indices 0, 1, 2). -/
abbrev Poly3 := MvPolynomial (Fin 3) ℝ

local notation "δ" i:max => (Finsupp.single i 1 : Fin 3 →₀ ℕ)

/-- The Laplacian of a polynomial in x, y, z. -/
def lap (p : Poly3) : Poly3 :=
  pderiv 0 (pderiv 0 p) + pderiv 1 (pderiv 1 p) + pderiv 2 (pderiv 2 p)

/-- The generator x ∂_y - y ∂_x of rotations about the z axis. -/
def rotZ (p : Poly3) : Poly3 := X 0 * pderiv 1 p - X 1 * pderiv 0 p

/-- The north pole (0, 0, 1) of the unit sphere. -/
def pole : Fin 3 → ℝ := ![0, 0, 1]

/-- A zonal solid harmonic of degree l: homogeneous, harmonic and axisymmetric. -/
structure IsZonal (l : ℕ) (p : Poly3) : Prop where
  homogeneous : p.IsHomogeneous l
  harmonic : lap p = 0
  axisymmetric : rotZ p = 0

/-- The coefficients of a partial derivative in terms of those of the polynomial. -/
theorem coeff_partial (i : Fin 3) (p : Poly3) (m : Fin 3 →₀ ℕ) :
    coeff m (pderiv i p) = ((m i : ℝ) + 1) * coeff (m + δ i) p := by
  induction p using MvPolynomial.induction_on'
  · rename_i s a
    rw [pderiv_monomial, coeff_monomial, coeff_monomial]
    by_cases h : s = m + δ i
    · subst h
      rw [if_pos (add_tsub_cancel_right _ _), if_pos rfl]
      simp only [Finsupp.add_apply, Finsupp.single_eq_same]
      push_cast
      ring
    · rw [if_neg h, mul_zero]
      split_ifs with h'
      · have h0 : s i = 0 := by
          by_contra h0
          apply h
          rw [← h']
          exact (tsub_add_cancel_of_le
            (Finsupp.single_le_iff.mpr (Nat.one_le_iff_ne_zero.mpr h0))).symm
        simp [h0]
      · rfl
  · rename_i p q hp hq
    simp only [map_add, coeff_add, hp, hq]
    ring

/-- Axisymmetry ties the coefficients of x^(a+2) y^b z^c and x^a y^(b+2) z^c, and removes
every monomial in which x or y occurs exactly to the first power. -/
theorem axisymmetric_coeff {p : Poly3} (hp : rotZ p = 0) (n : Fin 3 →₀ ℕ) :
    ((n 1 : ℝ) + 2) * coeff (n + δ 1 + δ 1) p = ((n 0 : ℝ) + 2) * coeff (n + δ 0 + δ 0) p ∧
    (n 1 = 0 → coeff (n + δ 1) p = 0) ∧ (n 0 = 0 → coeff (n + δ 0) p = 0) := by
  have h (m : Fin 3 →₀ ℕ) :
      coeff m (X 0 * pderiv 1 p) - coeff m (X 1 * pderiv 0 p) = 0 := by
    rw [← coeff_sub]
    change coeff m (rotZ p) = 0
    rw [hp, coeff_zero]
  refine ⟨?_, fun hn => ?_, fun hn => ?_⟩
  · have e1 : coeff (n + δ 0 + δ 1) (X 0 * pderiv 1 p) = coeff (n + δ 1) (pderiv 1 p) := by
      rw [mul_comm, add_right_comm, coeff_mul_X]
    have e2 : coeff (n + δ 0 + δ 1) (X 1 * pderiv 0 p) = coeff (n + δ 0) (pderiv 0 p) := by
      rw [mul_comm, coeff_mul_X]
    have h1 := h (n + δ 0 + δ 1)
    rw [e1, e2, coeff_partial, coeff_partial] at h1
    simp only [Finsupp.add_apply, Finsupp.single_eq_same] at h1
    push_cast at h1
    linear_combination h1
  · have e2 : coeff (n + δ 0) (X 1 * pderiv 0 p) = 0 := by
      rw [coeff_X_mul', if_neg]
      simp [hn]
    have h1 := h (n + δ 0)
    rw [e2, mul_comm, coeff_mul_X, coeff_partial] at h1
    simpa [hn] using h1
  · have e1 : coeff (n + δ 1) (X 0 * pderiv 1 p) = 0 := by
      rw [coeff_X_mul', if_neg]
      simp [hn]
    have h1 := h (n + δ 1)
    rw [e1, mul_comm, coeff_mul_X, coeff_partial] at h1
    simpa [hn] using h1

/-- Laplace's equation as a recursion between coefficients. -/
theorem harmonic_coeff {p : Poly3} (hp : lap p = 0) (n : Fin 3 →₀ ℕ) :
    ((n 0 : ℝ) + 1) * (n 0 + 2) * coeff (n + δ 0 + δ 0) p
      + ((n 1 : ℝ) + 1) * (n 1 + 2) * coeff (n + δ 1 + δ 1) p
      + ((n 2 : ℝ) + 1) * (n 2 + 2) * coeff (n + δ 2 + δ 2) p = 0 := by
  have h : coeff n (lap p) = 0 := by rw [hp, coeff_zero]
  simp only [lap, coeff_add, coeff_partial, Finsupp.add_apply, Finsupp.single_eq_same] at h
  push_cast at h
  linear_combination h

/-- An axisymmetric harmonic polynomial, homogeneous or not, is zero if its constant term and its
coefficients of z, z², z³, ... all vanish. -/
theorem eq_zero_of_axis_coeff {p : Poly3} (hΔ : lap p = 0) (hL : rotZ p = 0)
    (h0 : ∀ k, coeff (Finsupp.single 2 k) p = 0) : p = 0 := by
  have peel (m : Fin 3 →₀ ℕ) (i : Fin 3) (h : 2 ≤ m i) : ∃ n, m = n + δ i + δ i :=
    ⟨m - Finsupp.single i 2, by
      rw [add_assoc, ← Finsupp.single_add]
      exact (tsub_add_cancel_of_le (Finsupp.single_le_iff.mpr h)).symm⟩
  have peel1 (m : Fin 3 →₀ ℕ) (i : Fin 3) (h : 1 ≤ m i) : ∃ n, m = n + δ i :=
    ⟨m - δ i, (tsub_add_cancel_of_le (Finsupp.single_le_iff.mpr h)).symm⟩
  -- strong induction on the transverse degree, the total power of x and y
  have key : ∀ N : ℕ, ∀ m : Fin 3 →₀ ℕ, m 0 + m 1 = N → coeff m p = 0 := by
    intro N
    induction N using Nat.strong_induction_on with
    | _ N ih =>
      intro m hm
      have step (n : Fin 3 →₀ ℕ) (hn : n 0 + n 1 + 2 = N) :
          coeff (n + δ 0 + δ 0) p = 0 ∧ coeff (n + δ 1 + δ 1) p = 0 := by
        have hz := ih (n 0 + n 1) (by omega) (n + δ 2 + δ 2) (by simp)
        have hr := (axisymmetric_coeff hL n).1
        have hh : (((n 0 : ℝ) + 2) * (n 0 + n 1 + 2)) * coeff (n + δ 0 + δ 0) p = 0 := by
          linear_combination harmonic_coeff hΔ n - ((n 1 : ℝ) + 1) * hr
            - ((n 2 : ℝ) + 1) * (n 2 + 2) * hz
        have ha := (mul_eq_zero.mp hh).resolve_left (by positivity)
        rw [ha, mul_zero] at hr
        exact ⟨ha, (mul_eq_zero.mp hr).resolve_left (by positivity)⟩
      by_cases hx : 2 ≤ m 0
      · obtain ⟨n, rfl⟩ := peel m 0 hx
        exact (step n (by simp at hm; omega)).1
      by_cases hy : 2 ≤ m 1
      · obtain ⟨n, rfl⟩ := peel m 1 hy
        exact (step n (by simp at hm; omega)).2
      by_cases hx1 : 1 ≤ m 0
      · obtain ⟨n, rfl⟩ := peel1 m 0 hx1
        refine (axisymmetric_coeff hL n).2.2 ?_
        rw [Finsupp.add_apply, Finsupp.single_eq_same] at hx
        omega
      by_cases hy1 : 1 ≤ m 1
      · obtain ⟨n, rfl⟩ := peel1 m 1 hy1
        refine (axisymmetric_coeff hL n).2.1 ?_
        rw [Finsupp.add_apply, Finsupp.single_eq_same] at hy
        omega
      have ha : m 0 = 0 := by omega
      have hb : m 1 = 0 := by omega
      have hm2 : m = Finsupp.single 2 (m 2) := by
        ext i
        fin_cases i <;> simp [ha, hb]
      rw [hm2]
      exact h0 _
  ext m
  rw [coeff_zero]
  exact key _ m rfl

/-- The value of a homogeneous polynomial of degree l at the pole is its coefficient of z^l. -/
theorem eval_pole {l : ℕ} {p : Poly3} (hp : p.IsHomogeneous l) :
    eval pole p = coeff (Finsupp.single 2 l) p := by
  rw [eval_eq', Finset.sum_eq_single (Finsupp.single 2 l)]
  · simp [pole, Finsupp.single_apply]
  · intro d hd hne
    have h := hp (mem_support_iff.mp hd)
    simp [Finsupp.weight_apply, Finsupp.sum_fintype, Fin.sum_univ_three] at h
    by_cases h0 : d 0 = 0
    · by_cases h1 : d 1 = 0
      · have h2 : d 2 = l := by omega
        exact (hne (by ext i; fin_cases i <;> simp [h0, h1, h2])).elim
      · simp [pole, Fin.prod_univ_three, zero_pow h1]
    · simp [pole, Fin.prod_univ_three, zero_pow h0]
  · intro h
    by_contra hc
    exact h (mem_support_iff.mpr fun h0 => hc (by rw [h0, zero_mul]))

/-- A zonal harmonic that vanishes at the pole is zero. -/
theorem IsZonal.eq_zero {l : ℕ} {p : Poly3} (hp : IsZonal l p) (h : eval pole p = 0) :
    p = 0 := by
  refine eq_zero_of_axis_coeff hp.harmonic hp.axisymmetric fun k => ?_
  by_cases hk : k = l
  · rw [hk, ← eval_pole hp.homogeneous, h]
  · by_contra hc
    have h1 := hp.homogeneous hc
    simp [Finsupp.weight_apply, Finsupp.sum_fintype, Fin.sum_univ_three,
      Finsupp.single_apply] at h1
    exact hk h1

/-- Subtracting a multiple of one zonal harmonic from another of the same degree gives a
zonal harmonic. -/
theorem IsZonal.sub_C_mul {l : ℕ} {p q : Poly3} (hp : IsZonal l p) (hq : IsZonal l q)
    (c : ℝ) : IsZonal l (p - C c * q) := by
  refine ⟨?_, ?_, ?_⟩
  · have h := (isHomogeneous_C (Fin 3) c).mul hq.homogeneous
    rw [zero_add] at h
    exact hp.homogeneous.sub h
  · have a := hp.harmonic
    have b := hq.harmonic
    simp only [lap, map_sub, pderiv_mul, pderiv_C, zero_mul, zero_add] at a b ⊢
    linear_combination a - C c * b
  · have a := hp.axisymmetric
    have b := hq.axisymmetric
    simp only [rotZ, map_sub, pderiv_mul, pderiv_C, zero_mul, zero_add] at a b ⊢
    linear_combination a - C c * b

/-- Two zonal harmonics of the same degree that agree at the pole are equal. -/
theorem zonal_unique {l : ℕ} {p q : Poly3} (hp : IsZonal l p) (hq : IsZonal l q)
    (h : eval pole p = eval pole q) : p = q := by
  have h1 := (hp.sub_C_mul hq 1).eq_zero (by simp [h])
  rw [C_1, one_mul] at h1
  exact sub_eq_zero.mp h1

/-- Every zonal harmonic is a multiple of any nonzero one of the same degree, the factor
being the ratio of their values at the pole. -/
theorem zonal_proportional {l : ℕ} {p q : Poly3} (hp : IsZonal l p) (hq : IsZonal l q)
    (hq0 : q ≠ 0) : eval pole q ≠ 0 ∧ p = C (eval pole p / eval pole q) * q := by
  have hne : eval pole q ≠ 0 := fun h => hq0 (hq.eq_zero h)
  refine ⟨hne, sub_eq_zero.mp ((hp.sub_C_mul hq _).eq_zero ?_)⟩
  rw [map_sub, map_mul, eval_C, div_mul_cancel₀ _ hne, sub_self]

/-- The quadrupole polynomial 2z² - x² - y². -/
def quadrupole : Poly3 := 2 * X 2 ^ 2 - X 0 ^ 2 - X 1 ^ 2

/-- The polynomial 2z² - x² - y² is a zonal harmonic of degree two with value 2 at the pole. -/
theorem zonal_witness : IsZonal 2 quadrupole ∧ eval pole quadrupole = 2 := by
  have h2 (i : Fin 3) : pderiv i (2 : Poly3) = 0 := by
    have hC : (C 2 : Poly3) = 2 := map_ofNat C 2
    rw [← hC]
    exact pderiv_C
  refine ⟨⟨?_, ?_, ?_⟩, ?_⟩
  · have hX (i : Fin 3) : (X i ^ 2 : Poly3).IsHomogeneous 2 := (isHomogeneous_X ℝ i).pow 2
    have h := ((hX 2).sub (hX 0)).add ((hX 2).sub (hX 1))
    have e : quadrupole = (X 2 ^ 2 - X 0 ^ 2) + (X 2 ^ 2 - X 1 ^ 2) := by
      unfold quadrupole
      ring
    rw [e]
    exact h
  · simp [lap, quadrupole, pow_two, pderiv_mul, pderiv_X, Pi.single_apply, h2] <;> ring
  · simp [rotZ, quadrupole, pow_two, pderiv_mul, pderiv_X, Pi.single_apply, h2] <;> ring
  · simp [quadrupole, pole]

/-- Every zonal harmonic of degree two is half its pole value times 2z² - x² - y². -/
theorem zonal_degree_two {p : Poly3} (hp : IsZonal 2 p) :
    p = C (eval pole p / 2) * quadrupole := by
  obtain ⟨hq, hv⟩ := zonal_witness
  have hq0 : quadrupole ≠ 0 := by
    intro h
    rw [h, map_zero] at hv
    norm_num at hv
  have h := (zonal_proportional hp hq hq0).2
  rwa [hv] at h

/-- The polynomial xz is homogeneous of degree two, harmonic and zero at the pole, but it is not the
zero polynomial. -/
theorem axisymmetry_needed :
    (X 0 * X 2 : Poly3).IsHomogeneous 2 ∧ lap (X 0 * X 2) = 0 ∧
      eval pole (X 0 * X 2) = 0 ∧ (X 0 * X 2 : Poly3) ≠ 0 := by
  refine ⟨(isHomogeneous_X ℝ 0).mul (isHomogeneous_X ℝ 2), ?_, ?_, ?_⟩
  · simp [lap, pderiv_mul, pderiv_X, Pi.single_apply]
  · simp [pole]
  · exact mul_ne_zero (X_ne_zero 0) (X_ne_zero 2)

end

end ZonalHarmonicUniqueness
```

```lean
#print axioms ZonalHarmonicUniqueness.zonal_unique
#print axioms ZonalHarmonicUniqueness.zonal_degree_two
#print axioms ZonalHarmonicUniqueness.axisymmetry_needed
```

```
'ZonalHarmonicUniqueness.zonal_unique' depends on axioms: [propext, Classical.choice, Quot.sound]
'ZonalHarmonicUniqueness.zonal_degree_two' depends on axioms: [propext, Classical.choice, Quot.sound]
'ZonalHarmonicUniqueness.axisymmetry_needed' depends on axioms: [propext, Classical.choice, Quot.sound]
```

## How the proof follows the coefficients

`coeff_partial` is the rule for reading off a coefficient of a derivative. It is proved for single monomials and extended to sums by induction on the polynomial. `axisymmetric_coeff` then extracts (1) and both parts of (2) from `rotZ p = 0` by comparing coefficients at suitably shifted exponents, and `harmonic_coeff` does the same for Laplace's equation.

The induction is in `eq_zero_of_axis_coeff`. The helpers `peel` and `peel1` write an exponent vector as a smaller one raised by two or by one. Inside `step`, the `linear_combination` call carries out the substitution that led to (3), with the lower coefficient already set to zero by the induction hypothesis. `positivity` shows that the prefactor $(a+2)(a+b+2)$ is nonzero, so it can be divided out. The successive `by_cases` lines separate the cases of the list above: the first two lines give the first two cases, the next two lines together give the third, and what remains is the fourth.

`eval_pole` identifies the pole value with the coefficient of $z^l$ by showing that all other terms of the evaluation sum vanish. `IsZonal.eq_zero` combines this with the induction: the coefficient of $z^l$ vanishes by hypothesis, and those of other powers $z^k$ vanish by homogeneity.

`IsZonal.sub_C_mul` shows that $p-cq$ is again zonal for any real $c$. Taking $c=1$ gives `zonal_unique`, and taking $c$ as the ratio of pole values gives `zonal_proportional`.

`zonal_witness` checks the three conditions and the pole value for `quadrupole`, and `zonal_degree_two` concludes that every zonal harmonic of degree two is half its pole value times that polynomial. Finally, `axisymmetry_needed` exhibits $xz$, which is homogeneous, harmonic and zero at the pole without being the zero polynomial. The rotation generator sends it to $-yz$, so it fails exactly the condition that the uniqueness theorem adds.
